# A nodeless radial function with core norm above R u(R)²/(2l+3) requires a potential below its energy

## Radial functions and units

Atomic units are used throughout. A radial orbital with angular momentum l = 0, 1, 2, … is described by u(r), which is r times the radial part of the wavefunction. Let R > 0 be the core radius, V(r) a local potential and e the energy. Inside the core u satisfies

u''(r) = ( l(l+1)/r² + 2(V(r) − e) ) u(r), for 0 < r < R,

with u(0) = 0. The centrifugal term is written separately and is not part of V. The derivative u' is called p, and both u and p are continuous on [0,R]. The core norm is

N = ∫₀ᴿ u(r)² dr.

The function is taken to be nonnegative, u ≥ 0 on [0,R]. For a nodeless function this is only a choice of overall sign.

## The bound and its derivation

Suppose V(r) ≥ e for every r in (0,R). Then

N ≤ R u(R)² / (2l+3).

For l = 0 the right-hand side is R u(R)²/3. Read in the other direction, a core norm strictly larger than this value forces V(r) < e at some point of (0,R).

The derivation compares u with r^(l+1), which is the regular solution when V = e. Define the Wronskian of the two functions,

w(r) = r^(l+1) u'(r) − (l+1) r^l u(r).

Differentiating both products gives

w' = (l+1) r^l u' + r^(l+1) u'' − (l+1) l r^(l−1) u − (l+1) r^l u'.

The two terms in u' cancel. Inserting the radial equation for u'' produces l(l+1) r^(l−1) u, which cancels the third term, and what remains is

w' = 2(V − e) r^(l+1) u.

Every factor is nonnegative, so w is nondecreasing. At the origin w(0) = 0: the first term vanishes because u' stays finite, the second because u(0) = 0. Hence w ≥ 0 on [0,R].

The Wronskian also controls the ratio of the two functions. For r > 0,

( u / r^(l+1) )' = w / r^(2l+2) ≥ 0.

The ratio is therefore largest at r = R, which gives the envelope

u(r) ≤ u(R) (r/R)^(l+1).

Both sides are nonnegative, so the inequality may be squared and integrated:

N ≤ u(R)² / R^(2l+2) · ∫₀ᴿ r^(2l+2) dr = u(R)² / R^(2l+2) · R^(2l+3)/(2l+3) = R u(R)²/(2l+3).

## Where the hypotheses enter

Without the condition V ≥ e the bound can fail. Take l = 0, V = 0, e = 1/2 and u = sin r. With R = π/2 the norm is π/4, while the bound would be π/6.

For l = 0 the condition u(0) = 0 cannot simply be dropped either. Take V = e and u = 1. The radial equation holds for r > 0, but the norm is R and the bound would be R/3. This u is a mathematical counter-example and not an admissible orbital, since u/r diverges at the origin.

The sign condition plays a milder part. If V ≥ e and u(0) = 0, then (u u')' = u'² + ( l(l+1)/r² + 2(V − e) ) u² ≥ 0, so u u' is nonnegative and u² is nondecreasing. Such a function cannot change sign, and the bound applies to u or to −u. This short argument is given here only in prose; the formal theorems keep u ≥ 0 as a hypothesis.

## The test in a pseudopotential calculation

In one common construction of a norm-conserving pseudopotential, a nodeless pseudo-function is chosen inside R so that it joins the all-electron function at R and has the same core norm. The radial equation is then inverted wherever u > 0:

V(r) = e − l(l+1)/(2r²) + u''(r)/(2u(r)).

The bound can be evaluated before any pseudo-function is chosen, because it needs only N and u(R) from the all-electron solution. If N exceeds R u(R)²/(2l+3), no choice of nodeless pseudo-function with this core norm and this value at R, within this local, nonrelativistic, single-channel model, avoids a potential below e somewhere inside the core. The potential in question is the screened one that appears in the radial equation, before the valence Hartree and exchange-correlation parts are subtracted. If the pseudo-function also takes over the slope at R, there is a second sufficient test without any integral: V ≥ e would give w(R) ≥ 0, so R u'(R) < (l+1) u(R), with the sign chosen so that u(R) > 0, already forces a potential below e inside the core.

In code this is one quadrature on the radial grid and one comparison. Overall normalisation does not matter, since both sides scale as u². The storage convention does matter: if the program stores f = u/r, then N is the integral of r² f² and the right-hand side becomes R³ f(R)²/(2l+3). Ultrasoft and projector augmented-wave schemes relax the norm condition on the pseudo-function and restore the missing charge by augmentation. Their pseudo-functions obey a generalised eigenvalue problem with nonlocal terms, not the radial equation above, so the test does not carry over to them.

## The radial problem in Lean

The development opens with the import and a namespace.

```lean
import Mathlib

open Set intervalIntegral

namespace NormConservationLimit
```

The physical model is a single structure.

```lean
/-- The function `u`, with derivative `p`, solves the radial Schrödinger equation (atomic units)
with angular momentum `l`, potential `V` and energy `e` inside the core radius `R`,
and vanishes at the origin. -/
structure IsRadialSolution (l : ℕ) (V : ℝ → ℝ) (e R : ℝ) (u p : ℝ → ℝ) : Prop where
  cont_u : ContinuousOn u (Icc 0 R)
  cont_p : ContinuousOn p (Icc 0 R)
  deriv_u : ∀ r ∈ Ioo 0 R, HasDerivAt u (p r) r
  deriv_p : ∀ r ∈ Ioo 0 R,
    HasDerivAt p (((l : ℝ) * (l + 1) / r ^ 2 + 2 * (V r - e)) * u r) r
  origin : u 0 = 0
```

`IsRadialSolution l V e R u p` says that u solves the radial equation with derivative p. The angular momentum `l` is a natural number; V, u and p are real functions of a real variable. `Icc 0 R` is the closed interval [0,R] and `Ioo 0 R` the open one. The fields `deriv_u` and `deriv_p` together express the second-order equation as a first-order pair, required only at interior points, so the singular term l(l+1)/r² is never evaluated at the origin.

No continuity or integrability of V is assumed as such, but the equation must hold at every interior point. This excludes a potential with a step inside the core at a radius where u ≠ 0, because u' has a corner there and no derivative. Continuity of p up to r = 0 is assumed, and together with u(0) = 0 it expresses the regular behaviour of the orbital at the nucleus. The structure contains neither the sign of u nor the condition V ≥ e; these are separate hypotheses of the theorems. Nonlocal potentials, relativistic equations and generalised eigenvalue problems with an overlap operator are not described by it.

## The Wronskian with the power r^(l+1)

```lean
/-- The Wronskian of the function `r ^ (l + 1)` and `u`, in this order, with `p` in the place of the
derivative of `u`. -/
def wronskian (l : ℕ) (u p : ℝ → ℝ) : ℝ → ℝ :=
  fun r => r ^ (l + 1) * p r - ((l : ℝ) + 1) * r ^ l * u r
```

This is w(r) from above, with `p r` in place of u'(r).

```lean
/-- For `r ≠ 0` and a natural number `l`, the expression `l * r ^ (l - 1)` equals `l * r ^ l / r`.
-/
lemma mul_pow_pred {r : ℝ} (hr : r ≠ 0) (l : ℕ) :
    (l : ℝ) * r ^ (l - 1) = l * r ^ l / r := by
  cases l with
  | zero => simp
  | succ n =>
    rw [Nat.add_sub_cancel, pow_succ]
    field_simp
```

Mathlib gives the derivative of r^l as l r^(l−1), where l − 1 is a subtraction of natural numbers and equals 0 when l = 0. The lemma replaces the expression by l r^l / r for r ≠ 0. It treats l = 0 separately, where the prefactor makes both sides zero.

```lean
variable {l : ℕ} {V u p : ℝ → ℝ} {e R : ℝ}

/-- For a radial solution, the derivative of the Wronskian at a point of `(0, R)` is `2 (V - e) r ^
(l + 1) u`, without a centrifugal term. -/
theorem hasDerivAt_wronskian (h : IsRadialSolution l V e R u p) {r : ℝ} (hr : r ∈ Ioo 0 R) :
    HasDerivAt (wronskian l u p) (2 * (V r - e) * r ^ (l + 1) * u r) r := by
  have hr0 : r ≠ 0 := hr.1.ne'
  have h1 := (hasDerivAt_pow (l + 1) r).fun_mul (h.deriv_p r hr)
  have h2 := ((hasDerivAt_pow l r).const_mul ((l : ℝ) + 1)).fun_mul (h.deriv_u r hr)
  refine (h1.fun_sub h2).congr_deriv ?_
  simp only [add_tsub_cancel_right]
  rw [mul_pow_pred hr0 l, pow_succ]
  push_cast
  field_simp
  ring
```

The theorem is the identity w' = 2(V − e) r^(l+1) u at an interior point. The terms `h1` and `h2` are the product rule applied to the two parts of w, with the radial equation already inserted through `h.deriv_p`. After the powers have been rewritten, `field_simp` clears the denominators and `ring` carries out the cancellation of the centrifugal term.

```lean
/-- If the potential is nowhere below the energy, the Wronskian of a nonnegative solution is
nonnegative. -/
theorem wronskian_nonneg (h : IsRadialSolution l V e R u p)
    (hu : ∀ r ∈ Icc 0 R, 0 ≤ u r) (hV : ∀ r ∈ Ioo 0 R, e ≤ V r)
    {r : ℝ} (hr : r ∈ Icc 0 R) : 0 ≤ wronskian l u p r := by
  have hm : MonotoneOn (wronskian l u p) (Icc 0 R) := by
    apply monotoneOn_of_deriv_nonneg (convex_Icc 0 R)
    · have hcu := h.cont_u
      have hcp := h.cont_p
      unfold wronskian
      fun_prop
    · rw [interior_Icc]
      intro x hx
      exact (hasDerivAt_wronskian h hx).differentiableAt.differentiableWithinAt
    · rw [interior_Icc]
      intro x hx
      rw [(hasDerivAt_wronskian h hx).deriv]
      exact mul_nonneg (mul_nonneg (by linarith [hV x hx]) (pow_nonneg hx.1.le _))
        (hu x ⟨hx.1.le, hx.2.le⟩)
  have h0 := hm ⟨le_rfl, hr.1.trans hr.2⟩ hr hr.1
  have hz : wronskian l u p 0 = 0 := by simp [wronskian, h.origin]
  linarith
```

The intermediate claim `hm` says that w is nondecreasing on [0,R]. It follows from the criterion `monotoneOn_of_deriv_nonneg`, which asks for continuity on the closed interval and a nonnegative derivative in its interior. The conditions on u and V enter in the last of these obligations. The value w(0) = 0 is `hz`, and comparing w(r) with w(0) completes the argument.

## From the envelope to the norm

```lean
/-- If the potential is nowhere below the energy, a nonnegative solution is nowhere above the power
`r ^ (l + 1)` matched to it at the core radius. -/
theorem le_envelope (hR : 0 < R) (h : IsRadialSolution l V e R u p)
    (hu : ∀ r ∈ Icc 0 R, 0 ≤ u r) (hV : ∀ r ∈ Ioo 0 R, e ≤ V r)
    {r : ℝ} (hr : r ∈ Icc 0 R) : u r ≤ u R * (r / R) ^ (l + 1) := by
  rcases hr.1.eq_or_lt with h0 | h0
  · subst h0
    simp [h.origin]
  -- the ratio of `u` to the power has derivative Wronskian / power²
  have hq : ∀ x ∈ Ioo 0 R, HasDerivAt (fun y => u y / y ^ (l + 1))
      (wronskian l u p x / (x ^ (l + 1)) ^ 2) x := by
    intro x hx
    refine ((h.deriv_u x hx).fun_div (hasDerivAt_pow (l + 1) x)
      (pow_ne_zero _ hx.1.ne')).congr_deriv ?_
    simp only [wronskian, add_tsub_cancel_right]
    push_cast
    ring
  have hm : MonotoneOn (fun y => u y / y ^ (l + 1)) (Ioc 0 R) := by
    apply monotoneOn_of_deriv_nonneg (convex_Ioc 0 R)
    · exact (h.cont_u.mono Ioc_subset_Icc_self).div (continuous_pow (l + 1)).continuousOn
        (fun x hx => pow_ne_zero _ hx.1.ne')
    · rw [interior_Ioc]
      intro x hx
      exact (hq x hx).differentiableAt.differentiableWithinAt
    · rw [interior_Ioc]
      intro x hx
      rw [(hq x hx).deriv]
      exact div_nonneg (wronskian_nonneg h hu hV ⟨hx.1.le, hx.2.le⟩) (sq_nonneg _)
  have h1 : u r / r ^ (l + 1) ≤ u R / R ^ (l + 1) := hm ⟨h0, hr.2⟩ ⟨hR, le_rfl⟩ hr.2
  rw [div_le_iff₀ (pow_pos h0 _)] at h1
  calc u r ≤ u R / R ^ (l + 1) * r ^ (l + 1) := h1
    _ = u R * (r / R) ^ (l + 1) := by rw [div_pow]; ring
```

At r = 0 both sides of the envelope vanish, and this case is settled first. For r > 0, `hq` is the quotient rule, whose numerator is the Wronskian. The claim `hm` then says that u/r^(l+1) is nondecreasing on `Ioc 0 R`, the interval with the origin removed and R included. Evaluating the ratio at r and at R gives `h1`, and multiplying by r^(l+1) gives the stated form.

```lean
/-- If the potential is nowhere below the energy, the norm of a nonnegative solution inside the
core radius is at most `R u(R)² / (2l + 3)`. -/
theorem core_norm_le (hR : 0 < R) (h : IsRadialSolution l V e R u p)
    (hu : ∀ r ∈ Icc 0 R, 0 ≤ u r) (hV : ∀ r ∈ Ioo 0 R, e ≤ V r) :
    ∫ r in (0 : ℝ)..R, u r ^ 2 ≤ R * u R ^ 2 / (2 * l + 3) := by
  calc ∫ r in (0 : ℝ)..R, u r ^ 2
      ≤ ∫ r in (0 : ℝ)..R, (u R / R ^ (l + 1)) ^ 2 * r ^ (2 * l + 2) := by
        apply integral_mono_on hR.le
        · exact (h.cont_u.pow 2).intervalIntegrable_of_Icc hR.le
        · exact Continuous.intervalIntegrable (by fun_prop) _ _
        · intro r hr
          calc u r ^ 2 ≤ (u R * (r / R) ^ (l + 1)) ^ 2 :=
                pow_le_pow_left₀ (hu r hr) (le_envelope hR h hu hV hr) 2
            _ = (u R / R ^ (l + 1)) ^ 2 * r ^ (2 * l + 2) := by rw [div_pow]; ring
    _ = R * u R ^ 2 / (2 * l + 3) := by
        have hc : ((2 * l + 2 : ℕ) : ℝ) + 1 = 2 * l + 3 := by push_cast; ring
        have hp : R ^ (2 * l + 2 + 1) = (R ^ (l + 1)) ^ 2 * R := by ring
        have hq : R ^ (l + 1) ≠ 0 := pow_ne_zero _ hR.ne'
        have h3 : (2 * (l : ℝ) + 3) ≠ 0 := by positivity
        rw [integral_const_mul, integral_pow, zero_pow (by omega), hc, sub_zero, hp]
        generalize R ^ (l + 1) = q at hq ⊢
        field_simp
```

This is the norm bound. The first step of the calculation uses `integral_mono_on`: the squared envelope dominates u² at each point, and both integrands are integrable because they are continuous. Squaring the inequality is the job of `pow_le_pow_left₀`, which needs u ≥ 0. The second step evaluates the integral of r^(2l+2) with `integral_pow` and simplifies the powers of R.

## The forced dip of the potential

```lean
/-- If the norm of a nonnegative solution inside the core radius exceeds `R u(R)² / (2l + 3)`,
the potential is below the energy somewhere inside that radius. -/
theorem exists_potential_lt_energy (hR : 0 < R) (h : IsRadialSolution l V e R u p)
    (hu : ∀ r ∈ Icc 0 R, 0 ≤ u r)
    (hN : R * u R ^ 2 / (2 * l + 3) < ∫ r in (0 : ℝ)..R, u r ^ 2) :
    ∃ r ∈ Ioo 0 R, V r < e := by
  by_contra hc
  exact absurd (core_norm_le hR h hu
    (fun r hr => not_lt.mp (fun hlt => hc ⟨r, hr, hlt⟩))) (not_le_of_gt hN)
```

The hypothesis `hN` states that the core norm is strictly larger than R u(R)²/(2l+3), and the conclusion supplies a radius in (0,R) with V(r) < e. The proof is by contradiction: if no such radius existed, V ≥ e would hold throughout the open interval and `core_norm_le` would contradict `hN`.

Norm conservation itself is not a hypothesis here. The theorem concerns any solution with a large core norm, and a pseudopotential construction supplies that norm from the all-electron function. The theorem gives neither the position nor the depth of the dip, and it does not say that a potential below e somewhere implies a large norm.

## Equality and an explicit large norm

```lean
/-- For a constant potential equal to the energy, `c r ^ (l + 1)` is a solution whose norm
equals `R u(R)² / (2l + 3)`. -/
theorem core_norm_sharp (l : ℕ) (c e R : ℝ) :
    IsRadialSolution l (fun _ => e) e R (fun r => c * r ^ (l + 1))
      (fun r => c * (((l : ℝ) + 1) * r ^ l)) ∧
    ∫ r in (0 : ℝ)..R, (c * r ^ (l + 1)) ^ 2 = R * (c * R ^ (l + 1)) ^ 2 / (2 * l + 3) := by
  refine ⟨⟨by fun_prop, by fun_prop, ?_, ?_, by simp⟩, ?_⟩
  · intro r _
    refine ((hasDerivAt_pow (l + 1) r).const_mul c).congr_deriv ?_
    simp only [add_tsub_cancel_right]
    push_cast
    ring
  · intro r hr
    have hr0 : r ≠ 0 := hr.1.ne'
    refine (((hasDerivAt_pow l r).const_mul ((l : ℝ) + 1)).const_mul c).congr_deriv ?_
    rw [mul_pow_pred hr0 l, pow_succ]
    simp only [sub_self, mul_zero, add_zero]
    field_simp
    ring
  · have hs : ∀ r : ℝ, (c * r ^ (l + 1)) ^ 2 = c ^ 2 * r ^ (2 * l + 2) := fun r => by ring
    have hc : ((2 * l + 2 : ℕ) : ℝ) + 1 = 2 * l + 3 := by push_cast; ring
    simp only [hs]
    rw [integral_const_mul, integral_pow, zero_pow (by omega), hc, sub_zero]
    ring
```

For the constant potential V = e, the function c r^(l+1) solves the radial equation and its norm equals the bound. With R > 0 and c > 0 it is a nonzero, nonnegative solution, so the constant 1/(2l+3) cannot be lowered for any l. The first part of the proof differentiates the power twice; the second integrates its square.

```lean
/-- On `[0, π]` the sine is a nonnegative solution with `l = 0`, zero potential and energy `1/2`,
and its norm exceeds `R u(R)² / 3`. -/
theorem exists_potential_lt_energy_witness :
    IsRadialSolution 0 (fun _ => 0) (1 / 2) Real.pi Real.sin Real.cos ∧
    (∀ r ∈ Icc 0 Real.pi, 0 ≤ Real.sin r) ∧
    Real.pi * Real.sin Real.pi ^ 2 / 3 < ∫ r in (0 : ℝ)..Real.pi, Real.sin r ^ 2 := by
  refine ⟨⟨Real.continuous_sin.continuousOn, Real.continuous_cos.continuousOn,
    fun r _ => Real.hasDerivAt_sin r, ?_, Real.sin_zero⟩,
    fun r hr => Real.sin_nonneg_of_mem_Icc hr, ?_⟩
  · intro r _
    refine (Real.hasDerivAt_cos r).congr_deriv ?_
    simp only [Nat.cast_zero]
    ring
  · have hpi := Real.pi_pos
    rw [integral_sin_sq, Real.sin_pi, Real.sin_zero]
    linarith

end NormConservationLimit
```

The sine on [0,π] meets all the assumptions of `exists_potential_lt_energy` for l = 0, with V = 0 and e = 1/2. It is nonnegative and has no zero between the endpoints. Since sin π = 0, the bound is zero, whereas the norm is π/2. The function normalised to one on this interval is √(2/π) sin r, for which the comparison reads 0 < 1. The potential lies below the energy everywhere in this example, in agreement with the theorem.

```lean
#print axioms NormConservationLimit.exists_potential_lt_energy
#print axioms NormConservationLimit.core_norm_sharp
```

```
'NormConservationLimit.exists_potential_lt_energy' depends on axioms: [propext, Classical.choice, Quot.sound]
'NormConservationLimit.core_norm_sharp' depends on axioms: [propext, Classical.choice, Quot.sound]
```
